# At fixed excitation level, truncated CI loses all overlap with a product of N partly excited monomers as N grows

In a configuration-interaction (CI) calculation truncated by excitation level, a maximum level $m$ is chosen and every configuration above it is left out. In a code with one bit per two-level monomer, this step keeps the bit strings with at most $m$ bits set. The problems below ask how much of a product state survives the cut. For identical, non-interacting two-level monomers whose common state has a nonzero excited component, the answer shows that any fixed level, even one that retains most of the weight for a small cluster, retains as little as we like for a large enough one.

## Monomers, configurations and the cut

Each of $N$ monomers is in the state $a|0\rangle+b|1\rangle$ with complex $a,b$. Write $p=|b|^2$ for its excited-state weight and $q=|a|^2$ for its ground-state weight; normalisation means $p+q=1$. A configuration is the set $S$ of excited monomers, and its excitation level is the number of elements $|S|$. The reference configuration is $S=\emptyset$, with every monomer in $|0\rangle$.

```lean
import Mathlib

open Filter Topology

namespace TruncatedCIWeight

noncomputable section
```

The amplitude $C_S$ of the product state is a product over monomers, with a factor $b$ for each one in $S$ and $a$ for each of the others. In Lean the monomers are labelled by `Fin N`, a configuration is a `Finset (Fin N)`, and a state is a complex function of configurations.

```lean
/-- Amplitude of the product of `N` monomer states `a|0⟩ + b|1⟩` on the configuration in which
exactly the monomers in `S` are excited. -/
def productState (a b : ℂ) (N : ℕ) (S : Finset (Fin N)) : ℂ :=
  ∏ i, if i ∈ S then b else a
```

The retained configurations are those with $|S|\le m$.

```lean
/-- The configurations of `N` monomers with at most `m` excited monomers. -/
def lowLevels (N m : ℕ) : Finset (Finset (Fin N)) :=
  Finset.univ.filter fun S => S.card ≤ m
```

The retained weight $W_N(m)$ is the sum of $|C_S|^2$ over them.

```lean
/-- The weight of the product state on excitation levels at most `m`. -/
def truncatedWeight (a b : ℂ) (N m : ℕ) : ℝ :=
  ∑ S ∈ lowLevels N m, ‖productState a b N S‖ ^ 2
```

The overlap of two states is $\langle\Phi|\Psi\rangle=\sum_S \Phi_S^*\Psi_S$, conjugated in the first argument.

```lean
/-- The overlap `⟨Φ|Ψ⟩` of two states of `N` two-level monomers. -/
def overlap {N : ℕ} (Φ Ψ : Finset (Fin N) → ℂ) : ℂ :=
  ∑ S, star (Φ S) * Ψ S
```

The model has the same $a$ and $b$ on every monomer, whatever $N$ is, and no exchange of electrons between monomers. The level $m$ counts excited monomers, not excited electrons. If $|1\rangle$ is a double excitation of its monomer, as for minimal-basis H₂ molecules far apart, a CI with single and double excitations corresponds to $m=1$.

## (a) One configuration

Show that the weight of a configuration depends only on its excitation level:
$$|C_S|^2=p^{|S|}\,q^{N-|S|}.$$

The modulus of a product is the product of the moduli. The $|S|$ excited monomers each contribute $|b|^2=p$, and the remaining $N-|S|$ each contribute $|a|^2=q$. Normalisation is not needed.

In the proof, `Finset.prod_ite` splits the product into its excited and unexcited factors. The facts `h1` and `h2` identify the two index sets as $S$ and its complement, whose sizes supply the exponents.

```lean
/-- The weight of one configuration is a product of one factor `|b|²` for each excited monomer
and one factor `|a|²` for each monomer in its ground state. -/
theorem weight_configuration (a b : ℂ) (N : ℕ) (S : Finset (Fin N)) :
    ‖productState a b N S‖ ^ 2 = (‖b‖ ^ 2) ^ S.card * (‖a‖ ^ 2) ^ (N - S.card) := by
  have h1 : (Finset.univ.filter fun i => i ∈ S) = S := by ext i; simp
  have h2 : (Finset.univ.filter fun i => i ∉ S) = Sᶜ := by ext i; simp
  unfold productState
  rw [Finset.prod_ite, Finset.prod_const, Finset.prod_const, h1, h2, Finset.card_compl,
    Fintype.card_fin, norm_mul, norm_pow, norm_pow]
  ring
```

## (b) Normalisation of the product

Show that normalised monomers give a normalised product state:
$$\sum_S |C_S|^2=1.$$

Expand $(p+q)^N$ by choosing $p$ or $q$ from each of the $N$ factors. Each set of choices is a configuration $S$, the set of factors from which $p$ was taken, and it contributes $p^{|S|}q^{N-|S|}$. By (a),
$$\sum_S|C_S|^2=\sum_S p^{|S|}q^{N-|S|}=(p+q)^N=1.$$

The expansion over subsets is Mathlib's `Fintype.sum_pow_mul_eq_add_pow`. The hypothesis `h` is the normalisation of one monomer, and part (a) rewrites each term.

```lean
/-- A product of normalised monomer states is normalised. -/
theorem productState_normalised (a b : ℂ) (N : ℕ) (h : ‖a‖ ^ 2 + ‖b‖ ^ 2 = 1) :
    ∑ S, ‖productState a b N S‖ ^ 2 = 1 := by
  have key := Fintype.sum_pow_mul_eq_add_pow (Fin N) (‖b‖ ^ 2) (‖a‖ ^ 2)
  rw [Fintype.card_fin, add_comm (‖b‖ ^ 2), h, one_pow] at key
  rw [← key]
  exact Finset.sum_congr rfl fun S _ => weight_configuration a b N S
```

## (c) The retained weight as a binomial sum

Show that, for normalised monomers,
$$W_N(m)=\sum_{k=0}^{m}\binom{N}{k}p^k(1-p)^{N-k}.$$

Collect the retained configurations by their level $k\le m$. There are $\binom Nk$ ways to choose $k$ excited monomers out of $N$, and by (a) each such configuration has weight $p^kq^{N-k}$, with $q=1-p$. If $m>N$, the levels $k>N$ are empty and their binomial coefficients vanish.

The Lean proof follows this grouping: `Finset.sum_fiberwise_of_maps_to` sorts the sum by level, `hset` identifies one level with the $k$-element subsets, and `hterm` gives their common weight.

In practice the sum is a binomial cumulative distribution, available in Python as `scipy.stats.binom.cdf(m, N, p)`. For $p=0.1$, $N=100$ and $m=2$ it is about $0.002$.

```lean
/-- For normalised monomers with excited-state weight `p = |b|²`, the weight on excitation levels
at most `m` is the binomial sum of `choose(N,k) p^k (1-p)^(N-k)` over `k ≤ m`. -/
theorem truncatedWeight_eq_binomial (a b : ℂ) (N m : ℕ) (h : ‖a‖ ^ 2 + ‖b‖ ^ 2 = 1) :
    truncatedWeight a b N m =
      ∑ k ∈ Finset.range (m + 1),
        (N.choose k : ℝ) * (‖b‖ ^ 2) ^ k * (1 - ‖b‖ ^ 2) ^ (N - k) := by
  have ha : ‖a‖ ^ 2 = 1 - ‖b‖ ^ 2 := by linarith
  have hmaps : ∀ S ∈ lowLevels N m, S.card ∈ Finset.range (m + 1) := by
    intro S hS
    have := (Finset.mem_filter.mp hS).2
    exact Finset.mem_range.mpr (by omega)
  -- collect the configurations by excitation level
  unfold truncatedWeight
  rw [← Finset.sum_fiberwise_of_maps_to hmaps]
  refine Finset.sum_congr rfl fun k hk => ?_
  have hk' := Finset.mem_range.mp hk
  have hset : ((lowLevels N m).filter fun S => S.card = k) =
      Finset.powersetCard k Finset.univ := by
    ext S
    simp only [lowLevels, Finset.mem_filter, Finset.mem_univ, true_and,
      Finset.mem_powersetCard, Finset.subset_univ]
    omega
  have hterm : ∀ S ∈ Finset.powersetCard k (Finset.univ : Finset (Fin N)),
      ‖productState a b N S‖ ^ 2 = (‖b‖ ^ 2) ^ k * (1 - ‖b‖ ^ 2) ^ (N - k) := by
    intro S hS
    rw [weight_configuration, (Finset.mem_powersetCard.mp hS).2, ha]
  rw [hset, Finset.sum_congr rfl hterm, Finset.sum_const, Finset.card_powersetCard,
    Finset.card_univ, Fintype.card_fin, nsmul_eq_mul, mul_assoc]
```

## (d) A bound exponential in the number of monomers

Show that, for normalised monomers,
$$W_N(m)\le 2^m\left(1-\frac p2\right)^N.$$

On a retained configuration $|S|\le m$, so
$$p^{|S|}=2^{|S|}\left(\frac p2\right)^{|S|}\le 2^m\left(\frac p2\right)^{|S|}.$$
Multiply by $q^{N-|S|}$ and sum over the retained configurations. All terms are non-negative, so extending the sum to every configuration can only increase it:
$$W_N(m)\le 2^m\sum_S\left(\frac p2\right)^{|S|}q^{N-|S|}=2^m\left(\frac p2+q\right)^N.$$
Since $q=1-p$, the bracket is $1-p/2$.

In Lean, `key` is the expansion from (b) with $p/2$ in place of $p$. The `refine` step separates the termwise comparison from the extension of the sum, and `h2` with `hp` then proves the termwise comparison.

```lean
/-- For normalised monomers with excited-state weight `p = |b|²`, the weight on excitation levels
at most `m` is bounded by `2^m (1 - p/2)^N`. -/
theorem truncatedWeight_le (a b : ℂ) (N m : ℕ) (h : ‖a‖ ^ 2 + ‖b‖ ^ 2 = 1) :
    truncatedWeight a b N m ≤ 2 ^ m * (1 - ‖b‖ ^ 2 / 2) ^ N := by
  have key := Fintype.sum_pow_mul_eq_add_pow (Fin N) (‖b‖ ^ 2 / 2) (‖a‖ ^ 2)
  have hq : ‖b‖ ^ 2 / 2 + ‖a‖ ^ 2 = 1 - ‖b‖ ^ 2 / 2 := by linarith
  rw [Fintype.card_fin, hq] at key
  rw [← key, Finset.mul_sum]
  unfold truncatedWeight
  -- halve the weight of each excitation, at the cost of a factor of at most `2^m`
  refine (Finset.sum_le_sum fun S hS => ?_).trans
    (Finset.sum_le_sum_of_subset_of_nonneg (Finset.subset_univ (lowLevels N m))
      fun S _ _ => by positivity)
  have hc : S.card ≤ m := (Finset.mem_filter.mp hS).2
  have h2 : (2 : ℝ) ^ S.card ≤ 2 ^ m := pow_le_pow_right₀ (by norm_num) hc
  have hp : (‖b‖ ^ 2) ^ S.card = 2 ^ S.card * (‖b‖ ^ 2 / 2) ^ S.card := by
    rw [← mul_pow, mul_div_cancel₀ _ (two_ne_zero : (2 : ℝ) ≠ 0)]
  rw [weight_configuration, hp, mul_assoc]
  exact mul_le_mul_of_nonneg_right h2 (by positivity)
```

## (e) The limit of many monomers

Show that, for normalised monomers with $b\neq0$ and fixed $m$,
$$\lim_{N\to\infty}W_N(m)=0.$$

Because $0<p\le1$, the number $1-p/2$ lies in $[\tfrac12,1)$ and its $N$th power tends to zero. The prefactor $2^m$ does not depend on $N$. By (d), $W_N(m)$ lies between zero and a quantity that tends to zero.

The condition $b\ne0$ says that each monomer has some excited component. With $b=0$ the product state is the reference itself and the retained weight is $1$ for every $N$. The fully excited case $p=1$ is allowed. In Lean the limit is written with `Tendsto`, `atTop` and `𝓝 0`, and `squeeze_zero` carries out the final comparison.

```lean
/-- If the normalised monomer state has a nonzero excited component, the weight on excitation
levels at most a fixed `m` tends to zero as the number of monomers grows. -/
theorem truncatedWeight_tendsto_zero (a b : ℂ) (m : ℕ) (h : ‖a‖ ^ 2 + ‖b‖ ^ 2 = 1)
    (hb : b ≠ 0) : Tendsto (fun N => truncatedWeight a b N m) atTop (𝓝 0) := by
  have hpos : 0 < ‖b‖ ^ 2 := pow_pos (norm_pos_iff.mpr hb) 2
  have h0 : 0 ≤ 1 - ‖b‖ ^ 2 / 2 := by nlinarith [sq_nonneg ‖a‖]
  have h1 : 1 - ‖b‖ ^ 2 / 2 < 1 := by linarith
  have lim := (tendsto_pow_atTop_nhds_zero_of_lt_one h0 h1).const_mul ((2 : ℝ) ^ m)
  rw [mul_zero] at lim
  exact squeeze_zero (fun N => Finset.sum_nonneg fun S _ => sq_nonneg _)
    (fun N => truncatedWeight_le a b N m h) lim
```

## (f) The best overlap a truncated vector can reach

Let $\Phi$ be a normalised CI vector with $\Phi_S=0$ whenever $|S|>m$, and let $\Psi$ be the product state, with amplitudes $C_S$. Show that
$$|\langle\Phi|\Psi\rangle|^2\le W_N(m).$$

Only retained configurations contribute to the overlap. The triangle inequality and then the Cauchy–Schwarz inequality give
$$|\langle\Phi|\Psi\rangle|^2\le\Big(\sum_{|S|\le m}|\Phi_S|\,|C_S|\Big)^2\le\Big(\sum_{|S|\le m}|\Phi_S|^2\Big)\,W_N(m).$$
The first factor on the right is at most $1$, since $\Phi$ is normalised.

The hypotheses `hΦ` and `htrunc` state the normalisation and the truncation. Nothing requires $\Phi$ to minimise an energy, so the bound covers the variational CI vector and every other choice of coefficients. The steps `hres`, `hnorm` and `hone` are the restriction of the sum, the triangle inequality and the bound on the first factor. The `calc` block joins them through Cauchy–Schwarz. The monomers need not be normalised here.

```lean
/-- The squared overlap of the product state with a normalised CI vector truncated at excitation
level `m` is at most the weight of the product state on levels up to `m`. -/
theorem overlap_sq_le (a b : ℂ) (N m : ℕ) (Φ : Finset (Fin N) → ℂ)
    (hΦ : ∑ S, ‖Φ S‖ ^ 2 = 1) (htrunc : ∀ S, m < S.card → Φ S = 0) :
    ‖overlap Φ (productState a b N)‖ ^ 2 ≤ truncatedWeight a b N m := by
  -- only the retained configurations contribute
  have hres : overlap Φ (productState a b N) =
      ∑ S ∈ lowLevels N m, star (Φ S) * productState a b N S := by
    refine (Finset.sum_subset (Finset.subset_univ _) fun S _ hS => ?_).symm
    have hS' : m < S.card := by
      by_contra hc
      exact hS (Finset.mem_filter.mpr ⟨Finset.mem_univ S, not_lt.mp hc⟩)
    rw [htrunc S hS', star_zero, zero_mul]
  have hnorm : ‖overlap Φ (productState a b N)‖ ≤
      ∑ S ∈ lowLevels N m, ‖Φ S‖ * ‖productState a b N S‖ := by
    rw [hres]
    refine (norm_sum_le _ _).trans (le_of_eq (Finset.sum_congr rfl fun S _ => ?_))
    rw [norm_mul, norm_star]
  have hone : ∑ S ∈ lowLevels N m, ‖Φ S‖ ^ 2 ≤ 1 := by
    rw [← hΦ]
    exact Finset.sum_le_sum_of_subset_of_nonneg (Finset.subset_univ _)
      fun S _ _ => sq_nonneg _
  have hw : 0 ≤ truncatedWeight a b N m := Finset.sum_nonneg fun S _ => sq_nonneg _
  -- Cauchy-Schwarz on the truncated space
  calc ‖overlap Φ (productState a b N)‖ ^ 2
      ≤ (∑ S ∈ lowLevels N m, ‖Φ S‖ * ‖productState a b N S‖) ^ 2 :=
        pow_le_pow_left₀ (norm_nonneg _) hnorm 2
    _ ≤ (∑ S ∈ lowLevels N m, ‖Φ S‖ ^ 2) * truncatedWeight a b N m :=
        Finset.sum_mul_sq_le_sq_mul_sq _ _ _
    _ ≤ 1 * truncatedWeight a b N m := mul_le_mul_of_nonneg_right hone hw
    _ = truncatedWeight a b N m := one_mul _
```

## (g) Loss of the state along any sequence of truncated vectors

For each $N$ let $\Phi_N$ be a normalised CI vector truncated at the same level $m$, and let $\Psi_N$ be the product of $N$ normalised monomer states with $b\ne0$. Show that
$$\lim_{N\to\infty}|\langle\Phi_N|\Psi_N\rangle|^2=0.$$

By (f), the squared overlap lies between $0$ and $W_N(m)$, and by (e) the upper limit tends to zero. The coefficients may be reoptimised at every $N$ without changing the conclusion.

In the Lean statement `Φ` is a family with one vector for each `N`, and the proof is a single squeeze between these bounds. The theorem concerns overlaps and puts no number on the energy error. Nor is a vanishing overlap by itself a failure of size consistency: at $m=0$ the only truncated vector, up to a phase, is the reference, whose energy is additive over non-interacting monomers, and its overlap with $\Psi_N$ tends to zero too.

```lean
/-- Truncated CI loses the state: for normalised monomers with a nonzero excited component, the
squared overlap of the product state with any normalised CI vectors truncated at a fixed
excitation level `m` tends to zero as the number of monomers grows. -/
theorem truncatedCI_loses_state (a b : ℂ) (m : ℕ) (h : ‖a‖ ^ 2 + ‖b‖ ^ 2 = 1) (hb : b ≠ 0)
    (Φ : ∀ N : ℕ, Finset (Fin N) → ℂ) (hΦ : ∀ N, ∑ S, ‖Φ N S‖ ^ 2 = 1)
    (htrunc : ∀ N S, m < S.card → Φ N S = 0) :
    Tendsto (fun N => ‖overlap (Φ N) (productState a b N)‖ ^ 2) atTop (𝓝 0) :=
  squeeze_zero (fun _ => sq_nonneg _)
    (fun N => overlap_sq_le a b N m (Φ N) (hΦ N) (htrunc N))
    (truncatedWeight_tendsto_zero a b m h hb)
```

## (h) The excitation level that a given weight requires

Suppose the calculation is to retain a weight of at least $w>0$, so that $w\le W_N(m)$. Show that, for normalised monomers,
$$m\log 2\ \ge\ \frac{Np}{2}+\log w.$$

The inequality $1+x\le e^x$ at $x=-p/2$ gives $1-p/2\le e^{-p/2}$. Both sides are non-negative, so they may be raised to the power $N$. With (d),
$$w\le W_N(m)\le 2^m e^{-Np/2}.$$
Take logarithms, which preserves the order because $w>0$, to get $\log w\le m\log2-Np/2$, and rearrange.

For fixed $p>0$ and fixed $w$, the required level therefore grows at least linearly with the number of monomers. In Lean, `hexp` is the exponential inequality, `hbound` is the displayed chain, and `hlog` is its logarithm.

When $m$ is being chosen for a calculation, the inequality rules out levels that are too low, but it does not certify that a level is sufficient. For $p=0.1$, $N=100$ and $w=0.5$ it demands $m\ge7$, whereas the binomial sum in (c) first reaches one half at $m=10$. A script for this model would therefore increase $m$ until the cumulative distribution reaches $w$, and could start from the bound.

```lean
/-- For normalised monomers with excited-state weight `p = |b|²`, keeping a weight of at least
`w > 0` requires a truncation level `m` with `m log 2 ≥ N p/2 + log w`. -/
theorem required_level (a b : ℂ) (N m : ℕ) (w : ℝ) (h : ‖a‖ ^ 2 + ‖b‖ ^ 2 = 1)
    (hw : 0 < w) (hkeep : w ≤ truncatedWeight a b N m) :
    N * (‖b‖ ^ 2 / 2) + Real.log w ≤ m * Real.log 2 := by
  have h0 : 0 ≤ 1 - ‖b‖ ^ 2 / 2 := by nlinarith [sq_nonneg ‖a‖, sq_nonneg ‖b‖]
  have hexp : 1 - ‖b‖ ^ 2 / 2 ≤ Real.exp (-(‖b‖ ^ 2 / 2)) := by
    linarith [Real.add_one_le_exp (-(‖b‖ ^ 2 / 2))]
  have hbound : w ≤ 2 ^ m * Real.exp (-(‖b‖ ^ 2 / 2)) ^ N :=
    (hkeep.trans (truncatedWeight_le a b N m h)).trans
      (mul_le_mul_of_nonneg_left (pow_le_pow_left₀ h0 hexp N) (by positivity))
  have hlog := Real.log_le_log hw hbound
  rw [Real.log_mul (by positivity) (by positivity), Real.log_pow, Real.log_pow,
    Real.log_exp] at hlog
  linarith

end

end TruncatedCIWeight
```

```lean
#print axioms TruncatedCIWeight.productState_normalised
#print axioms TruncatedCIWeight.truncatedWeight_eq_binomial
#print axioms TruncatedCIWeight.truncatedCI_loses_state
#print axioms TruncatedCIWeight.required_level
```

```
'TruncatedCIWeight.productState_normalised' depends on axioms: [propext, Classical.choice, Quot.sound]
'TruncatedCIWeight.truncatedWeight_eq_binomial' depends on axioms: [propext, Classical.choice, Quot.sound]
'TruncatedCIWeight.truncatedCI_loses_state' depends on axioms: [propext, Classical.choice, Quot.sound]
'TruncatedCIWeight.required_level' depends on axioms: [propext, Classical.choice, Quot.sound]
```
